# Positivity and sum rules for the short-range-order spectrum of a two-species periodic configuration

## Checking a computed diffuse intensity

After a Monte Carlo run on a disordered binary alloy, one can Fourier transform the short-range order parameters of a snapshot to obtain the short-range-order part of its diffuse intensity, without the contribution of atomic displacements, in units of the random-alloy value. Before any peak is interpreted, the numbers can be tested: they must be real and nonnegative, vanish at zero wavevector and average to 1. This holds for a single configuration on a finite periodic lattice, provided that both species occur, the mean is the configuration's own, every separation in the cell is kept, and the transform is evaluated at the wavevectors compatible with the periodic boundaries, with the average taken over all of them.

## Spins, correlations and wavevectors

Let $G$ be the finite abelian group of lattice sites, with $|G|$ elements; addition is translation with periodic boundaries. Put $\sigma_i=1$ on one species and $\sigma_i=-1$ on the other, and define

$$m=\frac1{|G|}\sum_i\sigma_i,\qquad \Pi(r)=\frac1{|G|}\sum_i\sigma_i\sigma_{i+r},\qquad \alpha(r)=\frac{\Pi(r)-m^2}{1-m^2}.$$

Here $\alpha$ is the Warren–Cowley parameter. The condition $m^2<1$ says that both species are present.

A wavevector is a character $\psi$ of $G$, that is, a plane wave compatible with the periodic boundaries. On the ring $\mathbb Z/N$ these are $\psi_k(r)=e^{2\pi\mathrm i kr/N}$, with $\mathrm i$ the imaginary unit. The transform of $\alpha$ and the amplitude of the spin fluctuations are

$$\hat\alpha(\psi)=\sum_r\alpha(r)\,\psi(-r),\qquad F(\psi)=\sum_i(\sigma_i-m)\,\psi(-i).$$

## The spectrum as a squared amplitude

Since $\sum_i\sigma_{i+r}=\sum_i\sigma_i=|G|m$, expanding the product gives

$$\sum_i(\sigma_i-m)(\sigma_{i+r}-m)=|G|\Pi(r)-2|G|m^2+|G|m^2=|G|\bigl(\Pi(r)-m^2\bigr).$$

Multiply by $\psi(-r)=\psi(i)\,\psi(-(i+r))$ and sum over $r$:

$$|G|(1-m^2)\,\hat\alpha(\psi)=\sum_i(\sigma_i-m)\psi(i)\sum_r(\sigma_{i+r}-m)\psi(-(i+r)).$$

For each $i$, the inner sum runs over all sites and equals $F(\psi)$. The remaining sum is $\overline{F(\psi)}$, because the fluctuations are real and $\psi(i)=\overline{\psi(-i)}$. Hence

$$|G|(1-m^2)\,\hat\alpha(\psi)=|F(\psi)|^2,$$

and $\hat\alpha(\psi)$ is real and nonnegative.

## Zero wavevector and the average

At zero wavevector $\psi=1$, so $F(1)=\sum_i(\sigma_i-m)=0$ and $\hat\alpha(1)=0$.

Since $\sigma_i^2=1$, we have $\Pi(0)=1$ and $\alpha(0)=1$. The sum $\sum_\psi\psi(-r)$ is $|G|$ for $r=0$ and zero otherwise, and there are $|G|$ characters, so

$$\frac1{|G|}\sum_\psi\hat\alpha(\psi)=\alpha(0)=1.$$

## Reading the Lean statement

In `sro_spectrum`, `hσ` restricts the real-valued `σ` to ±1 and `hm` is $m^2<1$. The type `AddChar G ℂ` holds the wavevectors, with `1` the zero wavevector. As `sroFourier` is complex-valued, reality is stated as a vanishing imaginary part. `sro_spectrum_ring` says the same for Mathlib's `ZMod.dft`, which has no prefactor.

The lattice has one site per primitive cell. Thermal averages and infinite lattices are not treated; if the composition fluctuates and $m$ is an ensemble mean, the argument at zero wavevector no longer applies.

```lean
import Mathlib

open Finset ComplexConjugate

namespace ShortRangeOrder

noncomputable section

variable {G : Type*} [AddCommGroup G] [Fintype G]

/-- The mean spin of a configuration on a finite periodic lattice `G`. -/
def mean (σ : G → ℝ) : ℝ := (∑ i, σ i) / Fintype.card G

/-- The pair correlation at separation `r`, averaged over all translations. -/
def pairCorr (σ : G → ℝ) (r : G) : ℝ := (∑ i, σ i * σ (i + r)) / Fintype.card G

/-- The Warren-Cowley short-range order parameter at separation `r`, for configurations
whose squared mean differs from 1. -/
def sro (σ : G → ℝ) (r : G) : ℝ := (pairCorr σ r - mean σ ^ 2) / (1 - mean σ ^ 2)

/-- The Fourier transform of the short-range order parameter at the wavevector given by the
character `ψ`, for configurations whose squared mean differs from 1. -/
def sroFourier (σ : G → ℝ) (ψ : AddChar G ℂ) : ℂ := ∑ r, (sro σ r : ℂ) * ψ (-r)

/-- The Fourier amplitude of the spin fluctuations about the mean. -/
def fluctuation (σ : G → ℝ) (ψ : AddChar G ℂ) : ℂ :=
  ∑ i, ((σ i - mean σ : ℝ) : ℂ) * ψ (-i)

lemma card_ne : (Fintype.card G : ℝ) ≠ 0 := Nat.cast_ne_zero.mpr Fintype.card_ne_zero

lemma card_mul_mean (σ : G → ℝ) : (Fintype.card G : ℝ) * mean σ = ∑ i, σ i := by
  have hN := card_ne (G := G)
  unfold mean
  field_simp

/-- The pair correlation minus the squared mean is the correlation of the fluctuations. -/
theorem pairCorr_sub (σ : G → ℝ) (r : G) : pairCorr σ r - mean σ ^ 2 =
    (∑ i, (σ i - mean σ) * (σ (i + r) - mean σ)) / Fintype.card G := by
  have hN := card_ne (G := G)
  -- translation invariance of the lattice sum
  have h1 : ∑ i, σ (i + r) = ∑ i, σ i := Equiv.sum_comp (Equiv.addRight r) σ
  have h2 : ∑ i, (σ i - mean σ) * (σ (i + r) - mean σ) = ∑ i, σ i * σ (i + r)
      - mean σ * ∑ i, σ i - mean σ * ∑ i, σ (i + r) + Fintype.card G * mean σ ^ 2 := by
    have h3 : (Fintype.card G : ℝ) * mean σ ^ 2 = ∑ _i : G, mean σ ^ 2 := by simp
    rw [h3, mul_sum, mul_sum, ← sum_sub_distrib, ← sum_sub_distrib, ← sum_add_distrib]
    exact sum_congr rfl fun i _ => by ring
  have hp : pairCorr σ r * Fintype.card G = ∑ i, σ i * σ (i + r) := by
    unfold pairCorr
    field_simp
  rw [h2, h1, ← card_mul_mean σ, eq_div_iff hN]
  linear_combination hp

lemma pairCorr_zero {σ : G → ℝ} (hσ : ∀ i, σ i = 1 ∨ σ i = -1) : pairCorr σ 0 = 1 := by
  have h : ∀ i, σ i * σ (i + 0) = 1 := by
    intro i
    rw [add_zero]
    rcases hσ i with h | h <;> rw [h] <;> norm_num
  unfold pairCorr
  simp only [h]
  rw [sum_const, card_univ, nsmul_eq_mul, mul_one, div_self card_ne]

/-- For spins ±1, the squared mean is below 1 exactly when both spin values occur. -/
theorem mean_sq_lt_one_iff {σ : G → ℝ} (hσ : ∀ i, σ i = 1 ∨ σ i = -1) :
    mean σ ^ 2 < 1 ↔ ∃ i j, σ i ≠ σ j := by
  have hN := card_ne (G := G)
  constructor
  · intro h
    by_contra hc
    have hc' : ∀ i, σ i = σ 0 := fun i => by
      by_contra hi
      exact hc ⟨i, 0, hi⟩
    have hm : (Fintype.card G : ℝ) * mean σ = Fintype.card G * σ 0 := by
      rw [card_mul_mean, sum_congr rfl fun i _ => hc' i]
      simp
    rw [mul_left_cancel₀ hN hm] at h
    rcases hσ 0 with h0 | h0 <;> rw [h0] at h <;> norm_num at h
  · rintro ⟨i, j, hij⟩
    by_contra hc
    -- the variance of the spins is 1 - m²
    have hS : ∑ l, (σ l - mean σ) ^ 2 = (1 - mean σ ^ 2) * Fintype.card G := by
      have h := pairCorr_sub σ 0
      rw [pairCorr_zero hσ, eq_div_iff hN] at h
      rw [h]
      exact sum_congr rfl fun l _ => by rw [add_zero, sq]
    have h0 : ∑ l, (σ l - mean σ) ^ 2 = 0 := by
      apply le_antisymm
      · rw [hS]
        exact mul_nonpos_of_nonpos_of_nonneg (by linarith) (Nat.cast_nonneg _)
      · exact sum_nonneg fun l _ => sq_nonneg _
    have hz : ∀ l, σ l = mean σ := fun l => by
      have h := (sum_eq_zero_iff_of_nonneg fun l _ => sq_nonneg _).mp h0 l (mem_univ l)
      exact sub_eq_zero.mp (pow_eq_zero_iff two_ne_zero |>.mp h)
    exact hij ((hz i).trans (hz j).symm)

/-- If the squared mean differs from 1, the transform of the short-range order parameter,
times the number of sites and `1 - m²`, is the squared modulus of the fluctuation amplitude. -/
theorem sroFourier_eq (σ : G → ℝ) (ψ : AddChar G ℂ) (hm : mean σ ^ 2 ≠ 1) :
    ((Fintype.card G * (1 - mean σ ^ 2) : ℝ) : ℂ) * sroFourier σ ψ =
      ((‖fluctuation σ ψ‖ ^ 2 : ℝ) : ℂ) := by
  have hα : ∀ r, (Fintype.card G * (1 - mean σ ^ 2)) * sro σ r =
      ∑ i, (σ i - mean σ) * (σ (i + r) - mean σ) := by
    intro r
    have h1 : 1 - mean σ ^ 2 ≠ 0 := sub_ne_zero.mpr hm.symm
    have h2 := pairCorr_sub σ r
    rw [eq_div_iff card_ne] at h2
    rw [← h2]
    unfold sro
    field_simp
  have hconj : conj (fluctuation σ ψ) = ∑ i, ((σ i - mean σ : ℝ) : ℂ) * ψ i := by
    unfold fluctuation
    rw [map_sum]
    refine sum_congr rfl fun i _ => ?_
    rw [map_mul, Complex.conj_ofReal, AddChar.map_neg_eq_conj, Complex.conj_conj]
  have hshift : ∀ i, ∑ r, ((σ (i + r) - mean σ : ℝ) : ℂ) * ψ (-(i + r)) =
      fluctuation σ ψ := fun i =>
    Equiv.sum_comp (Equiv.addLeft i) fun j => ((σ j - mean σ : ℝ) : ℂ) * ψ (-j)
  -- split the phase between the two sites, then sum over each site separately
  calc _ = ∑ r, ∑ i, ((σ i - mean σ : ℝ) : ℂ) * ψ i *
        (((σ (i + r) - mean σ : ℝ) : ℂ) * ψ (-(i + r))) := by
        unfold sroFourier
        rw [mul_sum]
        refine sum_congr rfl fun r _ => ?_
        rw [← mul_assoc, ← Complex.ofReal_mul, hα, Complex.ofReal_sum, sum_mul]
        refine sum_congr rfl fun i _ => ?_
        have h : ψ (-r) = ψ i * ψ (-(i + r)) := by
          rw [← AddChar.map_add_eq_mul]
          congr 1
          abel
        rw [h, Complex.ofReal_mul]
        ring
    _ = ∑ i, ((σ i - mean σ : ℝ) : ℂ) * ψ i * fluctuation σ ψ := by
        rw [sum_comm]
        refine sum_congr rfl fun i _ => ?_
        rw [← mul_sum, hshift]
    _ = _ := by rw [← sum_mul, ← hconj, Complex.conj_mul', Complex.ofReal_pow]

/-- For spins ±1 with squared mean below 1, the short-range order parameter is 1 at zero
separation and sums to zero over all separations. -/
theorem sro_sum_rule {σ : G → ℝ} (hσ : ∀ i, σ i = 1 ∨ σ i = -1) (hm : mean σ ^ 2 < 1) :
    sro σ 0 = 1 ∧ ∑ r, sro σ r = 0 := by
  have h1 : 1 - mean σ ^ 2 ≠ 0 := (sub_pos.mpr hm).ne'
  refine ⟨by unfold sro; rw [pairCorr_zero hσ, div_self h1], ?_⟩
  -- the fluctuations sum to zero
  have hF : fluctuation σ 1 = 0 := by
    unfold fluctuation
    simp only [AddChar.one_apply, mul_one]
    rw [← Complex.ofReal_sum, sum_sub_distrib, sum_const, card_univ, nsmul_eq_mul,
      card_mul_mean, sub_self, Complex.ofReal_zero]
  have hS : sroFourier σ 1 = ((∑ r, sro σ r : ℝ) : ℂ) := by
    unfold sroFourier
    simp [AddChar.one_apply]
  have h := sroFourier_eq σ 1 hm.ne
  rw [hF, hS, norm_zero, ← Complex.ofReal_mul] at h
  have h' : (Fintype.card G * (1 - mean σ ^ 2)) * ∑ r, sro σ r = 0 := by
    linear_combination Complex.ofReal_inj.mp h
  exact (mul_eq_zero.mp h').resolve_left (mul_ne_zero card_ne h1)

/-- For spins ±1 with squared mean below 1, the short-range order parameters at nonzero
separations sum to -1. -/
theorem sum_offsite [DecidableEq G] {σ : G → ℝ} (hσ : ∀ i, σ i = 1 ∨ σ i = -1)
    (hm : mean σ ^ 2 < 1) : ∑ r ∈ univ.erase 0, sro σ r = -1 := by
  obtain ⟨h0, hs⟩ := sro_sum_rule hσ hm
  have h := add_sum_erase univ (sro σ) (mem_univ 0)
  linarith

/-- For spins ±1 with squared mean below 1 on a finite periodic lattice, the transform of the
short-range order parameter is real and nonnegative, vanishes at zero wavevector, and averages
to 1 over all wavevectors. -/
theorem sro_spectrum {σ : G → ℝ} (hσ : ∀ i, σ i = 1 ∨ σ i = -1) (hm : mean σ ^ 2 < 1) :
    (∀ ψ, (sroFourier σ ψ).im = 0 ∧ 0 ≤ (sroFourier σ ψ).re) ∧ sroFourier σ 1 = 0 ∧
      (∑ ψ : AddChar G ℂ, sroFourier σ ψ) / Fintype.card (AddChar G ℂ) = 1 := by
  classical
  obtain ⟨h0, hs⟩ := sro_sum_rule hσ hm
  refine ⟨fun ψ => ?_, ?_, ?_⟩
  · have hc : 0 < (Fintype.card G : ℝ) * (1 - mean σ ^ 2) :=
      mul_pos (Nat.cast_pos.mpr Fintype.card_pos) (sub_pos.mpr hm)
    have h := sroFourier_eq σ ψ hm.ne
    have hre := congrArg Complex.re h
    have him := congrArg Complex.im h
    rw [Complex.re_ofReal_mul, Complex.ofReal_re] at hre
    rw [Complex.im_ofReal_mul, Complex.ofReal_im] at him
    exact ⟨(mul_eq_zero.mp him).resolve_left hc.ne',
      (mul_nonneg_iff_of_pos_left hc).mp (by rw [hre]; positivity)⟩
  · unfold sroFourier
    simp only [AddChar.one_apply, mul_one]
    rw [← Complex.ofReal_sum, hs, Complex.ofReal_zero]
  · -- orthogonality of characters leaves only zero separation
    have hN : (Fintype.card G : ℂ) ≠ 0 := Nat.cast_ne_zero.mpr Fintype.card_ne_zero
    have h : ∑ ψ : AddChar G ℂ, sroFourier σ ψ = Fintype.card G := by
      unfold sroFourier
      rw [sum_comm]
      simp_rw [← mul_sum, AddChar.sum_apply_eq_ite, neg_eq_zero]
      simp [h0]
    rw [h, AddChar.card_eq, div_self hN]

/-- For spins ±1 on the ring Z/N with squared mean below 1, the discrete Fourier transform of
the short-range order parameter is real and nonnegative, vanishes at `k = 0`, and averages to 1
over all `k`. -/
theorem sro_spectrum_ring {N : ℕ} [NeZero N] {σ : ZMod N → ℝ}
    (hσ : ∀ i, σ i = 1 ∨ σ i = -1) (hm : mean σ ^ 2 < 1) :
    (∀ k, (ZMod.dft (fun r => (sro σ r : ℂ)) k).im = 0 ∧
      0 ≤ (ZMod.dft (fun r => (sro σ r : ℂ)) k).re) ∧
    ZMod.dft (fun r => (sro σ r : ℂ)) 0 = 0 ∧
    (∑ k, ZMod.dft (fun r => (sro σ r : ℂ)) k) / N = 1 := by
  have hk : ∀ k, ZMod.dft (fun r => (sro σ r : ℂ)) k =
      sroFourier σ (AddChar.mulShift ZMod.stdAddChar k) := by
    intro k
    rw [ZMod.dft_apply]
    unfold sroFourier
    refine sum_congr rfl fun r _ => ?_
    rw [AddChar.mulShift_apply, smul_eq_mul, show k * -r = -(r * k) by ring]
    exact mul_comm _ _
  obtain ⟨hpos, hzero, -⟩ := sro_spectrum hσ hm
  refine ⟨fun k => by rw [hk]; exact hpos _, by rw [hk, AddChar.mulShift_zero, hzero], ?_⟩
  -- summing the plane waves over k selects r = 0
  have hr : ∀ r : ZMod N, ∑ k, AddChar.mulShift (ZMod.stdAddChar (N := N)) k (-r) =
      if r = 0 then (N : ℂ) else 0 := by
    intro r
    simp only [AddChar.mulShift_apply]
    rw [AddChar.sum_mulShift (-r) (ZMod.isPrimitive_stdAddChar N)]
    simp [ZMod.card]
  have h : ∑ k, ZMod.dft (fun r => (sro σ r : ℂ)) k = N := by
    simp_rw [hk]
    unfold sroFourier
    rw [sum_comm]
    simp_rw [← mul_sum, hr]
    simp [(sro_sum_rule hσ hm).1]
  rw [h, div_self (Nat.cast_ne_zero.mpr (NeZero.ne N))]

end

end ShortRangeOrder
```

```lean
#print axioms ShortRangeOrder.mean_sq_lt_one_iff
#print axioms ShortRangeOrder.sum_offsite
#print axioms ShortRangeOrder.sro_spectrum
#print axioms ShortRangeOrder.sro_spectrum_ring
```

```
'ShortRangeOrder.mean_sq_lt_one_iff' depends on axioms: [propext, Classical.choice, Quot.sound]
'ShortRangeOrder.sum_offsite' depends on axioms: [propext, Classical.choice, Quot.sound]
'ShortRangeOrder.sro_spectrum' depends on axioms: [propext, Classical.choice, Quot.sound]
'ShortRangeOrder.sro_spectrum_ring' depends on axioms: [propext, Classical.choice, Quot.sound]
```

## From the correlation identity to the ring

`card_ne` and `card_mul_mean` clear the denominators. `pairCorr_sub` is the expansion of the product, with `Equiv.sum_comp` supplying translation invariance, and `pairCorr_zero` gives $\Pi(0)=1$.

`mean_sq_lt_one_iff` identifies $m^2<1$ with the presence of both spin values. A constant configuration has $m=\pm1$; conversely, the variance is $1-m^2$, so $m^2\ge1$ would force every spin to equal the mean.

`sroFourier_eq` is the squared-amplitude identity, and needs only $m^2\ne1$, not spins ±1. Its `calc` block splits the phase, exchanges the sums with `sum_comm`, and recognises $F$ through `hshift` and $\overline F$ through `hconj`.

`sro_sum_rule` applies that identity at `ψ = 1` to get $\sum_r\alpha(r)=0$, alongside $\alpha(0)=1$. Subtracting the two gives `sum_offsite`: the parameters at nonzero separations sum to $-1$.

`sro_spectrum` compares real and imaginary parts and divides out the positive factor $|G|(1-m^2)$. For the average it uses character orthogonality, `AddChar.sum_apply_eq_ite`, and the character count, `AddChar.card_eq`.

On the ring, `hk` rewrites `ZMod.dft` at $k$ as `sroFourier` at $\psi_k$, which carries over positivity and the zero. The average is computed afresh, with `hr` summing the plane waves over $k$.
